# With a restricted Hartree–Fock trial state, the extrapolated double occupancy of the Hubbard dimer is negative exactly when U > 16t/3

In the half-filled Hubbard dimer, with hopping t > 0 and interaction U, the lowest singlet has covalent and symmetric ionic amplitudes (1, r) up to normalisation, where

r = (√(U² + 16t²) − U)/(4t).

The double occupancy D is estimated with the ground state on both sides (pure), with the trial state (1, 1) on the left and the ground state on the right (mixed), and by linear extrapolation: twice the mixed value minus the variational one, which has the trial state on both sides. The pure value and the errors of the other two are:

pure: r²/(1 + r²)
mixed minus pure: r(1 − r)/((1 + r)(1 + r²))
extrapolated minus pure: −(1 − r)³/(2(1 + r)(1 + r²))

The extrapolated value is negative if and only if U > 16t/3, although D is a projector and its expectation value in any state lies between 0 and 1. Back-propagating the trial state by n linear projection steps 1 − δ(H − E), with E the exact ground-state energy, multiplies the mixed error by (1 − δ√(U² + 16t²))ⁿ.

Projector Monte Carlo methods can meet this kind of bias when an observable does not commute with H and the trial state is not exact; here it is computed for a two-state model without sampling noise or a phase constraint.

## The ground state and the three estimators

The antisymmetric ionic singlet has energy U, does not mix with the other two singlets and lies above the lowest of them, so it is left out. The basis consists of the covalent singlet and the symmetric ionic singlet, in which

H = [[0, −2t], [−2t, U]], D = diag(0, 1).

Thus D counts doubly occupied sites on the whole dimer. Putting both electrons in the bonding orbital gives the restricted Hartree–Fock state (1, 1)/√2.

Write s = √(U² + 16t²), so that s = U + 4tr. Since s > U, r is positive. Squaring gives U² + 16t² = U² + 8tUr + 16t²r², and division by 8t leaves the secular equation

2tr² + Ur = 2t.

Hence H(1, r) = (−2tr, −2t + Ur) = −2tr (1, r), and the energy is E = −2tr. For any real x = (x₀, x₁),

r(⟨x|H|x⟩ − E⟨x|x⟩) = 2tr²x₀² − 4tr x₀x₁ + (Ur + 2tr²)x₁² = 2t(r x₀ − x₁)².

The right side is never negative, and it vanishes only for x₁ = r x₀. So (1, r)/√(1 + r²) is the normalised ground state, unique up to sign among real states.

The pure, mixed and variational values are ratios ⟨L|D|R⟩/⟨L|R⟩. With R the ground state, taking L = R gives the pure value r²/(1 + r²), and L = (1, 1) gives the mixed value r/(1 + r). The variational value, with the trial state on both sides, is 1/2. The extrapolated estimator is twice the mixed value minus the variational one:

2r/(1 + r) − 1/2 = (3r − 1)/(2(1 + r)).

Over common denominators, the numerators of the two errors are

r(1 + r²) − r²(1 + r) = r(1 − r),
(3r − 1)(1 + r²) − 2r²(1 + r) = −(1 − r)³.

For U > 0 the secular equation gives 2t(1 − r²) = Ur > 0, so r < 1: the mixed estimator is too high and the extrapolated one too low. The latter is negative exactly when r < 1/3. To express this through U, use the secular equation once more:

r(3U − 16t) = 6t − 6tr² − 16tr = 2t(3 + r)(1 − 3r).

Since r and 2t(3 + r) are positive, r < 1/3 is equivalent to U > 16t/3.

## Projecting the trial state

The vector (−r, 1) is orthogonal to the ground state and has energy E + s. The trial state decomposes as

(1, 1) = [(1 + r)(1, r) + (1 − r)(−r, 1)]/(1 + r²).

The step 1 − δ(H − E) leaves the first part unchanged and multiplies the second by q = 1 − δs. After n steps the second part carries qⁿ, while the overlap with (1, r) is still 1 + r. The estimate is therefore

r[r(1 + r) + (1 − r)qⁿ]/((1 + r)(1 + r²)) = r²/(1 + r²) + qⁿ r(1 − r)/((1 + r)(1 + r²)).

The error is qⁿ times the mixed error, and it tends to zero if |q| < 1, that is, if 0 < δs < 2.

## The model in Lean

```lean
import Mathlib

open Matrix Filter Topology

namespace HubbardDimerBackPropagation

noncomputable section
```

States are real functions on `Fin 2`, with index 0 for the covalent and 1 for the ionic amplitude.

```lean
/-- The Hubbard dimer Hamiltonian in the basis (covalent singlet, symmetric ionic singlet). -/
def hamiltonian (t U : ℝ) : Matrix (Fin 2) (Fin 2) ℝ := !![0, -2 * t; -2 * t, U]

/-- The double occupancy, which projects on the ionic configuration. -/
def doubleOcc : Matrix (Fin 2) (Fin 2) ℝ := !![0, 0; 0, 1]

/-- The restricted Hartree-Fock trial state, with equal covalent and ionic amplitudes. -/
def trial : Fin 2 → ℝ := ![1, 1]
```

The trial and ground states are left unnormalised, which does not affect the estimators because they are ratios.

```lean
/-- The ratio `r` of ionic to covalent amplitude, for `t ≠ 0`. -/
def ratio (t U : ℝ) : ℝ := (√(U ^ 2 + 16 * t ^ 2) - U) / (4 * t)

/-- The unnormalized state `(1, r)`. -/
def groundState (t U : ℝ) : Fin 2 → ℝ := ![1, ratio t U]

/-- The energy `-2 t r`. -/
def groundEnergy (t U : ℝ) : ℝ := -2 * t * ratio t U
```

At this point `groundState` and `groundEnergy` are only names for formulas; their physical meaning is proved below.

```lean
/-- The estimator `⟨L|A|R⟩ / ⟨L|R⟩` of an observable `A`, for states of nonzero overlap. -/
def estimate (A : Matrix (Fin 2) (Fin 2) ℝ) (L R : Fin 2 → ℝ) : ℝ :=
  (L ⬝ᵥ A *ᵥ R) / (L ⬝ᵥ R)

/-- The extrapolated estimator: twice the mixed estimate minus the variational one,
for a nonzero trial state `T` that overlaps with `R`. -/
def extrapolated (A : Matrix (Fin 2) (Fin 2) ℝ) (T R : Fin 2 → ℝ) : ℝ :=
  2 * estimate A T R - estimate A T T
```

In `estimate`, `⬝ᵥ` is the real dot product and `*ᵥ` applies a matrix to a vector.

```lean
/-- One linear projection step `1 - δ (H - E)` in imaginary time. -/
def step (t U δ : ℝ) : Matrix (Fin 2) (Fin 2) ℝ :=
  1 - δ • (hamiltonian t U - groundEnergy t U • (1 : Matrix (Fin 2) (Fin 2) ℝ))
```

The step uses the exact ground energy as its shift; in a simulation that energy is usually unknown, and an estimate or another shift is used instead. It is also linear in δ, not an exponential. Because H is real and symmetric, propagating the bra amounts to applying the same matrix to the trial vector.

## The secular equation and the ground state

```lean
lemma sqrt_eq {t : ℝ} (ht : 0 < t) (U : ℝ) :
    √(U ^ 2 + 16 * t ^ 2) = U + 4 * t * ratio t U := by
  have h : √(U ^ 2 + 16 * t ^ 2) - U = ratio t U * (4 * t) :=
    (div_eq_iff (by positivity)).mp rfl
  linarith
```

This is s = U + 4tr, obtained by clearing the denominator in the definition of r.

```lean
/-- For `t > 0` the amplitude ratio solves the secular equation `2 t r² + U r = 2 t`. -/
theorem ratio_secular {t : ℝ} (ht : 0 < t) (U : ℝ) :
    2 * t * ratio t U ^ 2 + U * ratio t U = 2 * t := by
  have hs : √(U ^ 2 + 16 * t ^ 2) ^ 2 = U ^ 2 + 16 * t ^ 2 := Real.sq_sqrt (by positivity)
  rw [sqrt_eq ht] at hs
  have h8 : 8 * t ≠ 0 := by positivity
  apply mul_left_cancel₀ h8
  linear_combination hs
```

The proof squares that relation and cancels 8t, as in the derivation above.

```lean
lemma ratio_pos {t : ℝ} (ht : 0 < t) (U : ℝ) : 0 < ratio t U := by
  have h : U < √(U ^ 2 + 16 * t ^ 2) :=
    Real.lt_sqrt_of_sq_lt (by linarith [pow_pos ht 2])
  exact div_pos (sub_pos.2 h) (by positivity)
```

Positivity of r follows from U < s, for either sign of U.

```lean
/-- For `t > 0` the state `(1, r)` is an eigenstate of energy `-2 t r`, no state has a lower
mean energy, and every state that attains it is a multiple of `(1, r)`. -/
theorem groundState_isGround {t : ℝ} (ht : 0 < t) (U : ℝ) :
    hamiltonian t U *ᵥ groundState t U = groundEnergy t U • groundState t U ∧
    (∀ x : Fin 2 → ℝ, groundEnergy t U * (x ⬝ᵥ x) ≤ x ⬝ᵥ hamiltonian t U *ᵥ x) ∧
    (∀ x : Fin 2 → ℝ, x ⬝ᵥ hamiltonian t U *ᵥ x = groundEnergy t U * (x ⬝ᵥ x) →
      x = x 0 • groundState t U) := by
  have hr := ratio_pos ht U
  have hsec := ratio_secular ht U
  -- the energy excess is a perfect square
  have key : ∀ x : Fin 2 → ℝ,
      ratio t U * (x ⬝ᵥ hamiltonian t U *ᵥ x - groundEnergy t U * (x ⬝ᵥ x))
        = 2 * t * (ratio t U * x 0 - x 1) ^ 2 := by
    intro x
    simp [hamiltonian, groundEnergy, Matrix.mulVec, dotProduct, Fin.sum_univ_two]
    linear_combination (x 1) ^ 2 * hsec
  refine ⟨?_, fun x => ?_, fun x hx => ?_⟩
  · ext i
    fin_cases i
    · simp [hamiltonian, groundEnergy, groundState, Matrix.mulVec, dotProduct,
        Fin.sum_univ_two]
    · simp [hamiltonian, groundEnergy, groundState, Matrix.mulVec, dotProduct,
        Fin.sum_univ_two]
      linear_combination hsec
  · have h : 0 ≤ ratio t U *
        (x ⬝ᵥ hamiltonian t U *ᵥ x - groundEnergy t U * (x ⬝ᵥ x)) := by
      rw [key]
      positivity
    exact sub_nonneg.1 (nonneg_of_mul_nonneg_right h hr)
  · have h := key x
    rw [hx, sub_self, mul_zero] at h
    have h2 : (ratio t U * x 0 - x 1) ^ 2 = 0 :=
      (mul_eq_zero.1 h.symm).resolve_left (by positivity)
    have h3 : ratio t U * x 0 - x 1 = 0 := pow_eq_zero_iff (two_ne_zero) |>.1 h2
    ext i
    fin_cases i
    · simp [groundState]
    · simp [groundState]
      linarith
```

The three parts state the eigenvalue equation, the variational bound for every real vector, and uniqueness: a vector that attains the bound equals `x 0 • groundState t U`. The identity `key` is the perfect square. Dividing out the positive factor r gives the bound, and setting the square to zero gives x₁ = r x₀.

## Errors and the sign of the extrapolated value

```lean
lemma estimate_doubleOcc (a b c d : ℝ) :
    estimate doubleOcc ![a, b] ![c, d] = b * d / (a * c + b * d) := by
  simp [estimate, doubleOcc, Matrix.mulVec, dotProduct, Fin.sum_univ_two]

/-- The pure double occupancy of the state `(1, r)` is `r² / (1 + r²)`. -/
theorem pure_doubleOcc (t U : ℝ) :
    estimate doubleOcc (groundState t U) (groundState t U)
      = ratio t U ^ 2 / (1 + ratio t U ^ 2) := by
  rw [groundState, estimate_doubleOcc]
  ring
```

The formula in `pure_doubleOcc` is an identity for the vector (1, r); together with `groundState_isGround` it gives the ground-state value for t > 0.

```lean
lemma mixed_doubleOcc (t U : ℝ) :
    estimate doubleOcc trial (groundState t U) = ratio t U / (1 + ratio t U) := by
  rw [groundState, trial, estimate_doubleOcc]
  ring

lemma extrapolated_doubleOcc (t U : ℝ) :
    extrapolated doubleOcc trial (groundState t U)
      = 2 * (ratio t U / (1 + ratio t U)) - 1 / 2 := by
  rw [extrapolated, mixed_doubleOcc, trial, estimate_doubleOcc]
  norm_num
```

These two lemmas supply the mixed and extrapolated values.

```lean
/-- For `t > 0`, the errors of the mixed and of the extrapolated double occupancy, relative
to the pure value, as functions of the amplitude ratio `r`. -/
theorem estimator_errors {t : ℝ} (ht : 0 < t) (U : ℝ) :
    estimate doubleOcc trial (groundState t U)
        - estimate doubleOcc (groundState t U) (groundState t U)
      = ratio t U * (1 - ratio t U) / ((1 + ratio t U) * (1 + ratio t U ^ 2)) ∧
    extrapolated doubleOcc trial (groundState t U)
        - estimate doubleOcc (groundState t U) (groundState t U)
      = -(1 - ratio t U) ^ 3 / (2 * (1 + ratio t U) * (1 + ratio t U ^ 2)) := by
  rw [extrapolated_doubleOcc, mixed_doubleOcc, pure_doubleOcc]
  have hr := ratio_pos ht U
  generalize ratio t U = r at hr ⊢
  have h1 : 1 + r ≠ 0 := by positivity
  have h2 : 1 + r ^ 2 ≠ 0 := by positivity
  constructor
  · rw [div_sub_div _ _ h1 h2]
    congr 1
    ring
  · field_simp
    ring
```

After the values are substituted, r is replaced by an arbitrary positive number, and what remains is the comparison of numerators. At U = 0 the trial state is exact, r = 1, and both errors vanish.

```lean
/-- For `t > 0` and `U > 0` the mixed estimator overestimates the double occupancy and the
extrapolated estimator underestimates it. -/
theorem error_signs {t U : ℝ} (ht : 0 < t) (hU : 0 < U) :
    estimate doubleOcc (groundState t U) (groundState t U)
      < estimate doubleOcc trial (groundState t U) ∧
    extrapolated doubleOcc trial (groundState t U)
      < estimate doubleOcc (groundState t U) (groundState t U) := by
  obtain ⟨hm, he⟩ := estimator_errors ht U
  have hr := ratio_pos ht U
  have hsec := ratio_secular ht U
  have h1 : 0 < 1 - ratio t U := by
    by_contra h
    have h' : 0 ≤ ratio t U - 1 := by linarith
    have hp : 0 ≤ ratio t U + 1 := by linarith
    nlinarith [mul_nonneg (mul_nonneg ht.le h') hp, mul_pos hU hr]
  constructor
  · rw [← sub_pos, hm]
    exact div_pos (mul_pos hr h1) (by positivity)
  · rw [← sub_neg, he]
    exact div_neg_of_neg_of_pos (neg_lt_zero.2 (pow_pos h1 3)) (by positivity)
```

Here U > 0 is needed to obtain r < 1. The proof assumes r ≥ 1 and contradicts the secular equation; the signs then follow from the closed forms.

```lean
/-- For `t > 0` the extrapolated double occupancy is negative exactly when `U > 16 t / 3`. -/
theorem extrapolated_neg_iff {t : ℝ} (ht : 0 < t) (U : ℝ) :
    extrapolated doubleOcc trial (groundState t U) < 0 ↔ 16 * t / 3 < U := by
  have hr := ratio_pos ht U
  have key : ratio t U * (3 * U - 16 * t)
      = 2 * t * (3 + ratio t U) * (1 - 3 * ratio t U) := by
    linear_combination 3 * ratio_secular ht U
  have hc : 0 < 2 * t * (3 + ratio t U) := by positivity
  have hd : 0 < 1 + ratio t U := by positivity
  -- both sides are equivalent to `r < 1/3`
  have hU : 0 < 3 * U - 16 * t ↔ 0 < 1 - 3 * ratio t U := by
    rw [← mul_pos_iff_of_pos_left hr, key, mul_pos_iff_of_pos_left hc]
  have hE : ratio t U / (1 + ratio t U) < 1 / 4 ↔ 0 < 1 - 3 * ratio t U := by
    rw [div_lt_iff₀ hd]
    constructor <;> intro h <;> linarith
  rw [extrapolated_doubleOcc]
  constructor
  · intro h
    linarith [hU.2 (hE.1 (by linarith))]
  · intro h
    linarith [hE.2 (hU.1 (by linarith))]
```

The factorisation `key` links the sign of 3U − 16t to that of 1 − 3r, and `hE` does the same for the extrapolated value. The theorem holds for every real U, attractive, zero or repulsive.

## Back propagation

```lean
lemma step_mulVec (t U δ a b : ℝ) :
    step t U δ *ᵥ ![a, b] = ![(1 - 2 * t * ratio t U * δ) * a + 2 * t * δ * b,
      2 * t * δ * a + (1 - (U + 2 * t * ratio t U) * δ) * b] := by
  ext i
  fin_cases i <;>
    simp [step, hamiltonian, groundEnergy, Matrix.mulVec, dotProduct, Fin.sum_univ_two] <;>
    ring

lemma step_pow_trial {t : ℝ} (ht : 0 < t) (U δ : ℝ) (n : ℕ) :
    step t U δ ^ n *ᵥ trial =
      ![(1 + ratio t U - ratio t U * (1 - ratio t U) * (1 - δ * (U + 4 * t * ratio t U)) ^ n)
          / (1 + ratio t U ^ 2),
        (ratio t U * (1 + ratio t U) + (1 - ratio t U) * (1 - δ * (U + 4 * t * ratio t U)) ^ n)
          / (1 + ratio t U ^ 2)] := by
  have hsec := ratio_secular ht U
  have hs : 1 + ratio t U ^ 2 ≠ 0 := by positivity
  induction n with
  | zero =>
    rw [pow_zero (step t U δ), Matrix.one_mulVec, trial]
    refine congrArg₂ (fun a b : ℝ => ![a, b]) ?_ ?_
    · rw [eq_div_iff hs]
      ring
    · rw [eq_div_iff hs]
      ring
  | succ n ih =>
    rw [pow_succ' (step t U δ) n, ← Matrix.mulVec_mulVec, ih, step_mulVec,
      pow_succ (1 - δ * (U + 4 * t * ratio t U)) n]
    generalize (1 - δ * (U + 4 * t * ratio t U)) ^ n = Q
    refine congrArg₂ (fun a b : ℝ => ![a, b]) ?_ ?_
    · linear_combination (-δ * (1 - ratio t U) * Q / (1 + ratio t U ^ 2)) * hsec
    · linear_combination (-δ * (1 + ratio t U) / (1 + ratio t U ^ 2)) * hsec
```

The first lemma writes out one step in components. The second gives the propagated trial state in closed form, by induction on n: its two entries are those of the decomposition into (1, r) and (−r, 1), with q written as `1 - δ * (U + 4 * t * ratio t U)`. The secular equation closes the induction step in both components.

```lean
/-- For `t > 0`, back propagating the trial state by `n` linear steps multiplies the error of
the mixed double occupancy by `(1 - δ √(U² + 16 t²))ⁿ`. -/
theorem backPropagation_error {t : ℝ} (ht : 0 < t) (U δ : ℝ) (n : ℕ) :
    estimate doubleOcc (step t U δ ^ n *ᵥ trial) (groundState t U)
        - estimate doubleOcc (groundState t U) (groundState t U)
      = (1 - δ * √(U ^ 2 + 16 * t ^ 2)) ^ n *
        (estimate doubleOcc trial (groundState t U)
          - estimate doubleOcc (groundState t U) (groundState t U)) := by
  rw [(estimator_errors ht U).1, pure_doubleOcc, step_pow_trial ht, groundState,
    estimate_doubleOcc, sqrt_eq ht]
  have hr := ratio_pos ht U
  generalize (1 - δ * (U + 4 * t * ratio t U)) ^ n = Q
  generalize ratio t U = r at hr ⊢
  have h1 : 1 + r ≠ 0 := by positivity
  have h2 : 1 + r ^ 2 ≠ 0 := by positivity
  -- the overlap with the ground state is conserved
  have hden : (1 + r - r * (1 - r) * Q) / (1 + r ^ 2) * 1
      + (r * (1 + r) + (1 - r) * Q) / (1 + r ^ 2) * r = 1 + r := by
    field_simp
    ring
  rw [hden]
  field_simp
  ring
```

The identity `hden` is the conserved overlap 1 + r. With that denominator fixed, the error law is an identity in r and Q = qⁿ. It holds for every real δ, including steps too large for convergence, and for n = 0. The right-hand state is the exact ground state throughout, so the theorem describes only the bias from the left-hand state.

```lean
/-- For `t > 0` and a time step with `0 < δ √(U² + 16 t²) < 2`, the back-propagated double
occupancy converges to the pure value as the number of steps grows. -/
theorem backPropagation_tendsto {t U δ : ℝ} (ht : 0 < t)
    (h0 : 0 < δ * √(U ^ 2 + 16 * t ^ 2)) (h2 : δ * √(U ^ 2 + 16 * t ^ 2) < 2) :
    Tendsto (fun n : ℕ => estimate doubleOcc (step t U δ ^ n *ᵥ trial) (groundState t U))
      atTop (𝓝 (estimate doubleOcc (groundState t U) (groundState t U))) := by
  have hq : |1 - δ * √(U ^ 2 + 16 * t ^ 2)| < 1 := by
    rw [abs_lt]
    constructor <;> linarith
  have h := ((tendsto_pow_atTop_nhds_zero_of_abs_lt_one hq).mul_const
    (estimate doubleOcc trial (groundState t U)
      - estimate doubleOcc (groundState t U) (groundState t U))).add_const
    (estimate doubleOcc (groundState t U) (groundState t U))
  rw [zero_mul, zero_add] at h
  refine h.congr (fun n => ?_)
  rw [← backPropagation_error ht U δ n, sub_add_cancel]

end

end HubbardDimerBackPropagation
```

The two hypotheses on δ place q strictly between −1 and 1. Its powers then tend to zero, and the error law carries the limit over to the estimator.

```lean
#print axioms HubbardDimerBackPropagation.groundState_isGround
#print axioms HubbardDimerBackPropagation.error_signs
#print axioms HubbardDimerBackPropagation.extrapolated_neg_iff
#print axioms HubbardDimerBackPropagation.backPropagation_tendsto
```

```
'HubbardDimerBackPropagation.groundState_isGround' depends on axioms: [propext, Classical.choice, Quot.sound]
'HubbardDimerBackPropagation.error_signs' depends on axioms: [propext, Classical.choice, Quot.sound]
'HubbardDimerBackPropagation.extrapolated_neg_iff' depends on axioms: [propext, Classical.choice, Quot.sound]
'HubbardDimerBackPropagation.backPropagation_tendsto' depends on axioms: [propext, Classical.choice, Quot.sound]
```
